# Giant magnetoresistance of a multilayer in the two-channel resistor model

The resistance of a magnetic multilayer is defined here by its circuit: add the layer resistances within each spin channel, then add the conductances of the two channels. The closed formula for the total resistance could itself have served as the definition, but then there would be nothing to prove about the network. With the circuit as the starting point, the formula is a theorem, and the comparison of parallel and antiparallel alignment follows from it.

The circuit stands for a current that crosses the layers one after another, carried by spin-up and spin-down electrons that don't exchange spin on the way. All magnetisations lie along one common axis, and "up" and "down" refer to that axis throughout the stack. Layer $i$ is described by three real numbers:

- $a_i$, the mean of its two channel resistances;
- $d_i$, half their difference when the layer is magnetised along the positive axis, which may have either sign;
- $s_i=\pm1$, the direction of its magnetisation.

The spin-up channel sees the resistance $a_i+s_id_i$ and the spin-down channel sees $a_i-s_id_i$, so reversing a layer exchanges the two values. The condition $|d_i|<a_i$ says that both are positive: every layer scatters electrons of either spin. A nonmagnetic spacer has $d_i=0$.

In Lean the layers are labelled by a finite type `ι`. It carries no order, since the order of resistors in series doesn't affect their sum.

```lean
import Mathlib

open Finset

namespace GiantMagnetoresistance

noncomputable section

variable {ι : Type*} [Fintype ι]
```

## Series within a channel, parallel between channels

The spin-up channel has the resistance
$$R_\uparrow=\sum_i (a_i+s_id_i).$$
In the code `a`, `d` and `s` are functions from `ι` to the real numbers. The definition accepts any real `s i`; the restriction to $\pm1$ enters later, as a hypothesis of the theorems.

```lean
/-- Series resistance of the spin-up channel, in which layer `i` contributes
`a i + s i * d i`. -/
def upChannel (a d s : ι → ℝ) : ℝ := ∑ i, (a i + s i * d i)
```

The spin-down channel has the opposite sign in front of the asymmetry,
$$R_\downarrow=\sum_i (a_i-s_id_i).$$

```lean
/-- Series resistance of the spin-down channel, in which layer `i` contributes
`a i - s i * d i`. -/
def downChannel (a d s : ι → ℝ) : ℝ := ∑ i, (a i - s i * d i)
```

Two resistors $x$ and $y$ in parallel carry currents that add at equal voltage. Their conductances therefore add, and the combined resistance is $(1/x+1/y)^{-1}$.

```lean
/-- Resistance of two resistors in parallel: the inverse of the summed conductances,
for positive resistances `x` and `y`. -/
def parallel (x y : ℝ) : ℝ := (x⁻¹ + y⁻¹)⁻¹
```

The resistance of the multilayer combines the two channels in this way:
$$R=\left(\frac1{R_\uparrow}+\frac1{R_\downarrow}\right)^{-1}.$$

The order of the two operations matters. Suppose the spin channels were first joined in parallel inside each layer and the layers then put in series. Since $s_i^2=1$, the result would be $\sum_i (a_i^2-d_i^2)/(2a_i)$, which doesn't depend on the magnetisations at all. That circuit describes electrons that redistribute fully between the channels at each boundary, and it has no magnetoresistance.

```lean
/-- Resistance of the multilayer: the two spin channels connected in parallel,
for positive channel resistances. -/
def resistance (a d s : ι → ℝ) : ℝ := parallel (upChannel a d s) (downChannel a d s)
```

## The closed formula

For positive $x$ and $y$,
$$\frac1x+\frac1y=\frac{x+y}{xy},\qquad\text{so}\qquad \left(\frac1x+\frac1y\right)^{-1}=\frac{xy}{x+y}.$$
The two rewriting steps in the proof are these two equalities. Positivity matters here because Lean sets $0^{-1}=0$: a short circuit $x=0$ beside $y>0$ would come out with resistance $y$ and not $0$.

```lean
/-- Two positive resistances in parallel give their product divided by their sum. -/
theorem parallel_eq {x y : ℝ} (hx : 0 < x) (hy : 0 < y) :
    parallel x y = x * y / (x + y) := by
  unfold parallel
  rw [inv_add_inv hx.ne' hy.ne', inv_div]
```

Both channels must therefore be shown to have positive resistance. From $|d_i|<a_i$ we have $-a_i<d_i<a_i$, so $a_i+d_i$ and $a_i-d_i$ are both positive. For $s_i=1$ these are the spin-up and spin-down resistances of the layer, and for $s_i=-1$ they change places. A sum of positive terms is positive if it has at least one term, which is what `[Nonempty ι]` supplies. In the proof, `key` is the statement for a single layer, obtained by treating the two signs separately, and `Finset.sum_pos` carries it over to the stack.

```lean
/-- In a stack of at least one layer with `|d i| < a i` and magnetisation signs `s i = ±1`,
both spin channels have positive resistance. -/
theorem channels_pos [Nonempty ι] (a d s : ι → ℝ) (h : ∀ i, |d i| < a i)
    (hs : ∀ i, s i = 1 ∨ s i = -1) :
    0 < upChannel a d s ∧ 0 < downChannel a d s := by
  have key : ∀ i, 0 < a i + s i * d i ∧ 0 < a i - s i * d i := by
    intro i
    obtain ⟨h1, h2⟩ := abs_lt.mp (h i)
    rcases hs i with e | e <;> rw [e] <;> constructor <;> linarith
  exact ⟨Finset.sum_pos (fun i _ => (key i).1) Finset.univ_nonempty,
    Finset.sum_pos (fun i _ => (key i).2) Finset.univ_nonempty⟩
```

Now write
$$A=\sum_i a_i,\qquad M=\sum_i s_id_i .$$
Splitting the sums gives $R_\uparrow=A+M$ and $R_\downarrow=A-M$. Their sum is $2A$ and their product is $A^2-M^2$, hence
$$R=\frac{(A+M)(A-M)}{(A+M)+(A-M)}=\frac{A^2-M^2}{2A}.$$
The theorem `resistance_formula` states this equality together with $R>0$, for any stack of at least one layer with $|d_i|<a_i$ and $s_i=\pm1$. In its proof `eu` and `ev` are the two splittings, `parallel_eq` turns the inverse into product over sum, and `ring` simplifies numerator and denominator separately. Since $a_i$ is a resistance per channel, a stack with $M=0$ has the resistance $A/2$.

The addition of the two spin conductances is shared with collinear electronic-structure calculations of transport without spin–orbit coupling, whereas the addition of layer resistances within a channel is a further assumption of this model, which leaves out phase-coherent effects such as interference between interfaces.

```lean
/-- Two-channel resistance of a multilayer: for at least one layer, `|d i| < a i` and
`s i = ±1`, the resistance is positive and equals `(A² - (∑ s i d i)²) / (2 A)`
with `A = ∑ a i`. -/
theorem resistance_formula [Nonempty ι] (a d s : ι → ℝ) (h : ∀ i, |d i| < a i)
    (hs : ∀ i, s i = 1 ∨ s i = -1) :
    0 < resistance a d s ∧
      resistance a d s = ((∑ i, a i) ^ 2 - (∑ i, s i * d i) ^ 2) / (2 * ∑ i, a i) := by
  obtain ⟨hu, hv⟩ := channels_pos a d s h hs
  constructor
  · unfold resistance parallel
    positivity
  · -- the channels are `A + M` and `A - M`, with `M = ∑ s i d i`
    have eu : upChannel a d s = ∑ i, a i + ∑ i, s i * d i := by
      simp only [upChannel, Finset.sum_add_distrib]
    have ev : downChannel a d s = ∑ i, a i - ∑ i, s i * d i := by
      simp only [downChannel, Finset.sum_sub_distrib]
    unfold resistance
    rw [parallel_eq hu hv, eu, ev]
    congr 1 <;> ring
```

## Comparing magnetic configurations

Reversing layers can change $M$ but leaves $A$ as it was. Written as
$$R=\frac A2-\frac{M^2}{2A},$$
the formula shows that $R$ falls as $M^2$ grows. For two configurations $s$ and $t$ of the same layers, with $M_s=\sum_i s_id_i$ and $M_t=\sum_i t_id_i$, this means
$$R_s<R_t\iff M_t^2<M_s^2 .$$
The proof inserts the formula on both sides and removes the common positive denominator $2A$; what is left is a comparison of $A^2-M_s^2$ with $A^2-M_t^2$. The quantity $M$ is a sum of resistance asymmetries. It is not the magnetic moment of the stack, and a configuration with zero net moment may well have $M\neq0$.

```lean
/-- For fixed layers with `|d i| < a i`, one magnetic configuration has lower resistance than
another exactly when its net spin asymmetry `∑ s i d i` has the larger square. -/
theorem resistance_lt_iff [Nonempty ι] (a d s t : ι → ℝ) (h : ∀ i, |d i| < a i)
    (hs : ∀ i, s i = 1 ∨ s i = -1) (ht : ∀ i, t i = 1 ∨ t i = -1) :
    resistance a d s < resistance a d t ↔
      (∑ i, t i * d i) ^ 2 < (∑ i, s i * d i) ^ 2 := by
  have hA : 0 < ∑ i, a i :=
    Finset.sum_pos (fun i _ => (abs_nonneg _).trans_lt (h i)) Finset.univ_nonempty
  have hA2 : 0 < 2 * ∑ i, a i := by linarith
  rw [(resistance_formula a d s h hs).2, (resistance_formula a d t h ht).2,
    div_lt_div_iff_of_pos_right hA2]
  constructor <;> intro h' <;> linarith
```

Suppose next that $0<d_i<a_i$ in every layer, and let $D=\sum_k d_k$ be the value of $M$ when all layers point along the positive axis. For any configuration, each layer satisfies
$$-d_k\le s_kd_k\le d_k .$$
If layer $i$ has $s_i=1$, its lower bound is strict, because $-d_i<d_i$. If layer $j$ has $s_j=-1$, its upper bound is strict for the same reason. Summing over the layers gives $-D<M<D$, so $M^2<D^2$, and the mixed configuration has the higher resistance.

The theorem `aligned_lt_mixed` says exactly this: one layer of each orientation is enough to raise the resistance strictly above that of the aligned stack, written `fun _ => 1`. In the proof `hle` holds the bounds for each layer, `hi'` and `hj'` the two strict ones, and `sq_lt_sq'` passes from $-D<M<D$ to the squares.

The hypothesis $d_i>0$ for all layers excludes spacers. If the only reversed layer had $d_j=0$, then $M$ would still equal $D$ and the resistance would not change. A version with spacers would have to ask for opposite orientations among the magnetic layers.

```lean
/-- If `0 < d i < a i` in every layer, a configuration containing both magnetisation
directions has strictly higher resistance than the fully aligned one. -/
theorem aligned_lt_mixed (a d s : ι → ℝ) (hd : ∀ i, 0 < d i) (h : ∀ i, d i < a i)
    (hs : ∀ i, s i = 1 ∨ s i = -1) {i j : ι} (hi : s i = 1) (hj : s j = -1) :
    resistance a d (fun _ => 1) < resistance a d s := by
  have : Nonempty ι := ⟨i⟩
  have habs : ∀ k, |d k| < a k := fun k => by
    rw [abs_of_pos (hd k)]
    exact h k
  rw [resistance_lt_iff a d (fun _ => 1) s habs (fun _ => Or.inl rfl) hs]
  have hle : ∀ k, -(1 * d k) ≤ s k * d k ∧ s k * d k ≤ 1 * d k := by
    intro k
    have hk := hd k
    rcases hs k with e | e <;> rw [e] <;> constructor <;> linarith
  have hi' : -(1 * d i) < s i * d i := by
    rw [hi]
    linarith [hd i]
  have hj' : s j * d j < 1 * d j := by
    rw [hj]
    linarith [hd j]
  -- layer `i` makes the lower bound strict, layer `j` the upper one
  apply sq_lt_sq'
  · rw [← Finset.sum_neg_distrib]
    exact Finset.sum_lt_sum (fun k _ => (hle k).1) ⟨i, Finset.mem_univ i, hi'⟩
  · exact Finset.sum_lt_sum (fun k _ => (hle k).2) ⟨j, Finset.mem_univ j, hj'⟩
```

## Two layers and the sign rule

With two layers, labelled $0$ and $1$ as in `Fin 2`, parallel alignment is `![1, 1]` and antiparallel alignment is `![1, -1]`. The corresponding values of $M$ are $d_0+d_1$ and $d_0-d_1$, so
$$R_{AP}-R_P=\frac{(d_0+d_1)^2-(d_0-d_1)^2}{2(a_0+a_1)}=\frac{2d_0d_1}{a_0+a_1}.$$
The proof applies `resistance_formula` to each alignment, where `fin_cases` confirms that all entries are $\pm1$. It then writes out the sums over two layers, combines the fractions, and leaves the identity obtained by cross-multiplication to `ring`.

```lean
/-- For two layers with `|d i| < a i`, the antiparallel resistance minus the parallel one is
`2 d₀ d₁ / (a₀ + a₁)`. -/
theorem two_layer_difference (a d : Fin 2 → ℝ) (h : ∀ i, |d i| < a i) :
    resistance a d ![1, -1] - resistance a d ![1, 1] =
      2 * (d 0 * d 1) / (a 0 + a 1) := by
  have h0 : 0 < a 0 := (abs_nonneg _).trans_lt (h 0)
  have h1 : 0 < a 1 := (abs_nonneg _).trans_lt (h 1)
  rw [(resistance_formula a d ![1, -1] h (by intro i; fin_cases i <;> simp)).2,
    (resistance_formula a d ![1, 1] h (by intro i; fin_cases i <;> simp)).2]
  simp only [Fin.sum_univ_two, Matrix.cons_val_zero, Matrix.cons_val_one]
  rw [← sub_div, div_eq_div_iff (by positivity) (by positivity)]
  ring
```

The denominator $a_0+a_1$ is positive, so the difference has the sign of $d_0d_1$. Antiparallel alignment raises the resistance exactly when $d_0$ and $d_1$ have the same sign, that is, when both layers scatter more strongly the electrons whose spin has the same orientation relative to the layer's own magnetisation. With opposite signs the difference is negative and the parallel state is the more resistive one, which is called the inverse effect. If one layer has no asymmetry, the two alignments have equal resistance.

In Lean, `sub_pos` turns the inequality between resistances into positivity of their difference, `two_layer_difference` supplies its value, and the positive denominator is removed.

```lean
/-- For two layers with `|d i| < a i`, antiparallel alignment raises the resistance exactly
when the spin asymmetries `d₀` and `d₁` have a positive product. -/
theorem antiparallel_raises_iff (a d : Fin 2 → ℝ) (h : ∀ i, |d i| < a i) :
    resistance a d ![1, 1] < resistance a d ![1, -1] ↔ 0 < d 0 * d 1 := by
  have h0 : 0 < a 0 := (abs_nonneg _).trans_lt (h 0)
  have h1 : 0 < a 1 := (abs_nonneg _).trans_lt (h 1)
  have hA : 0 < a 0 + a 1 := by linarith
  rw [← sub_pos, two_layer_difference a d h, div_pos_iff_of_pos_right hA]
  constructor <;> intro h' <;> linarith
```

For two identical layers, $a_0=a_1=a$ and $d_0=d_1=d$ with $|d|<a$. The difference and the parallel resistance become
$$R_{AP}-R_P=\frac{2d^2}{2a}=\frac{d^2}{a},\qquad R_P=\frac{(2a)^2-(2d)^2}{4a}=\frac{a^2-d^2}{a},$$
and their quotient is
$$\frac{R_{AP}-R_P}{R_P}=\frac{d^2}{a^2-d^2}.$$
The ratio is taken relative to $R_P$. Relative to $R_{AP}=a$ it would be $d^2/a^2$, which is always below one, so a quoted percentage needs its reference state. In the proof `hD` and `hP` are the two displayed resistances, and the last line cancels the common factor $1/a$.

```lean
/-- For two identical layers with `|d| < a`, the magnetoresistance ratio
`(R_AP - R_P) / R_P` equals `d² / (a² - d²)`. -/
theorem magnetoresistance_ratio (a d : ℝ) (h : |d| < a) :
    (resistance (fun _ : Fin 2 => a) (fun _ => d) ![1, -1] -
        resistance (fun _ : Fin 2 => a) (fun _ => d) ![1, 1]) /
      resistance (fun _ : Fin 2 => a) (fun _ => d) ![1, 1] = d ^ 2 / (a ^ 2 - d ^ 2) := by
  have ha : 0 < a := (abs_nonneg _).trans_lt h
  have hD : resistance (fun _ : Fin 2 => a) (fun _ => d) ![1, -1] -
      resistance (fun _ : Fin 2 => a) (fun _ => d) ![1, 1] = d ^ 2 / a := by
    rw [two_layer_difference (fun _ => a) (fun _ => d) (fun _ => h)]
    show 2 * (d * d) / (a + a) = d ^ 2 / a
    rw [div_eq_div_iff (by positivity) (by positivity)]
    ring
  have hP : resistance (fun _ : Fin 2 => a) (fun _ => d) ![1, 1] = (a ^ 2 - d ^ 2) / a := by
    rw [(resistance_formula (fun _ : Fin 2 => a) (fun _ => d) ![1, 1] (fun _ => h)
      (by intro i; fin_cases i <;> simp)).2]
    simp only [Fin.sum_univ_two, Matrix.cons_val_zero, Matrix.cons_val_one]
    rw [div_eq_div_iff (by positivity) (by positivity)]
    ring
  rw [hD, hP, div_div_div_cancel_right₀ ha.ne']

end

end GiantMagnetoresistance
```

A spin valve has a spacer between its magnetic layers, and `resistance_formula` applies to these three layers, although the ratio below is worked out only by hand. Let the spacer have resistance $b>0$ in each channel and no asymmetry. Then $A=2a+b$, while $M$ is $2d$ for parallel magnetic layers magnetised along the positive axis and $0$ for antiparallel ones, so
$$\frac{R_{AP}-R_P}{R_P}=\frac{4d^2}{(2a+b)^2-4d^2}.$$
For $d\neq0$ the ratio decreases as $b$ grows: the spacer adds resistance that doesn't respond to the magnetisations.

The model takes $a_i$ and $d_i$ as given and doesn't derive them from a band structure or a scattering calculation. It also assumes that the two resistances of a layer depend on that layer's orientation alone. Spin-flip scattering, magnetisations at intermediate angles and currents flowing along the layers would each call for a different circuit or a transport equation.

```lean
#print axioms GiantMagnetoresistance.resistance_formula
-- 'GiantMagnetoresistance.resistance_formula' depends on axioms: [propext, Classical.choice, Quot.sound]
#print axioms GiantMagnetoresistance.aligned_lt_mixed
-- 'GiantMagnetoresistance.aligned_lt_mixed' depends on axioms: [propext, Classical.choice, Quot.sound]
#print axioms GiantMagnetoresistance.antiparallel_raises_iff
-- 'GiantMagnetoresistance.antiparallel_raises_iff' depends on axioms: [propext, Classical.choice, Quot.sound]
#print axioms GiantMagnetoresistance.magnetoresistance_ratio
-- 'GiantMagnetoresistance.magnetoresistance_ratio' depends on axioms: [propext, Classical.choice, Quot.sound]
```
